# Exponential-down energy transfer: for positive populations the kernel is unique, but its normalisation constants can be negative

An energised molecule in a bath gas gains and loses internal energy by collisions. In a master equation its energy axis is cut into grains, and a matrix P describes what one collision does: P_ij is the probability of moving from grain j to grain i. A common model prescribes only the downward steps, which become exponentially rarer with the energy lost. The upward steps follow from detailed balance with the equilibrium populations f, and each column must sum to one because a collision does not destroy the molecule. Do these requirements always have a solution, is there only one, and are its entries really probabilities?

Let there be n grains, numbered 0 to n − 1 as in the code, with energies E_0 < ... < E_(n−1).

```lean
import Mathlib

open Matrix

namespace ExponentialDown

noncomputable section

variable {n : ℕ}
```

## Downward steps and detailed balance

Let a > 0 be the energy scale of the downward steps. The weight for falling from grain j to grain i is

w_ij = exp(−(E_j − E_i)/a).

```lean
/-- The exponential-down weight `exp (-(E_j - E_i) / a)` for a transition from grain `j`
to grain `i`, for an energy scale `a ≠ 0`. -/
def downWeight (E : Fin n → ℝ) (a : ℝ) (i j : Fin n) : ℝ :=
  Real.exp (-(E j - E i) / a)
```

`Fin n` is the set of grain labels, and `downWeight E a i j` is w_ij, with the destination first. The exponential is a postulate: it stands for the assumption that collisions removing much energy are rare.

Each grain j has a normalisation constant A_j. Downward and elastic transfers are

P_ij = A_j w_ij for i ≤ j.

Detailed balance, P_ij f_j = P_ji f_i, expresses that at equilibrium with the bath every transfer is matched by its reverse. It gives the upward transfers

P_ij = P_ji f_i/f_j = A_i w_ji f_i/f_j for i > j.

```lean
/-- The collisional transfer matrix from grain `j` to grain `i`: exponential-down for `i ≤ j`,
and fixed by detailed balance for `i > j`. Its domain is `a ≠ 0` and nonzero populations `f`. -/
def kernel (E f : Fin n → ℝ) (a : ℝ) (A : Fin n → ℝ) : Matrix (Fin n) (Fin n) ℝ :=
  Matrix.of fun i j =>
    if i ≤ j then A j * downWeight E a i j else A i * downWeight E a j i * (f i / f j)
```

The code takes E, f and a as arbitrary real data. "Downward" means towards a smaller label, and the theorems need neither increasing energies nor a > 0; the physical model is the case where both hold. The density of states enters only through f; temperature enters through f and, if the energy scale is taken to depend on it, also through a.

## What a column sum contains

Write S_j for the total weight of staying in grain j or falling from it:

S_j = ∑_(i≤j) w_ij.

```lean
/-- The sum of the exponential-down weights from grain `j` to itself and all lower grains. -/
def downSum (E : Fin n → ℝ) (a : ℝ) (j : Fin n) : ℝ :=
  ∑ i ∈ Finset.Iic j, downWeight E a i j
```

Every term is an exponential, and the term i = j is always present, so S_j > 0 even for the lowest grain.

```lean
/-- The sum of the downward weights is positive. -/
theorem downSum_pos (E : Fin n → ℝ) (a : ℝ) (j : Fin n) : 0 < downSum E a j :=
  Finset.sum_pos (fun _ _ => Real.exp_pos _) ⟨j, by simp⟩
```

Splitting column j at the diagonal gives

∑_i P_ij = A_j S_j + ∑_(i>j) A_i w_ji f_i/f_j.

The first part contains only A_j, the second only the constants of higher grains.

```lean
/-- A column sum of the transfer matrix splits into a downward part, which contains only `A_j`,
and an upward part, which contains only the constants of higher grains. -/
theorem column_sum (E f : Fin n → ℝ) (a : ℝ) (A : Fin n → ℝ) (j : Fin n) :
    ∑ i, kernel E f a A i j = A j * downSum E a j +
      ∑ i ∈ Finset.Ioi j, A i * downWeight E a j i * (f i / f j) := by
  simp only [kernel, Matrix.of_apply, downSum]
  rw [Finset.sum_ite, Finset.mul_sum]
  congr 1
  · refine Finset.sum_congr ?_ (fun _ _ => rfl)
    ext i
    simp
  · refine Finset.sum_congr ?_ (fun _ _ => rfl)
    ext i
    simp
```

`Finset.Iic j` holds the grains up to and including j, and `Finset.Ioi j` those strictly above. The proof splits the sum along the `if` in `kernel` and matches the two index sets.

## Solving for the constants from the top grain down

Unit column sums require, for every j,

A_j S_j + ∑_(i>j) A_i w_ji f_i/f_j = 1.

For the highest grain, n − 1, the sum is empty, so its constant is 1/S_(n−1). Each lower constant then follows from those already found:

A_j = (1 − ∑_(i>j) A_i w_ji f_i/f_j)/S_j.

In matrix form this is M A = (1, ..., 1), with M_jj = S_j, M_ji = w_ji f_i/f_j for i > j, and zeros below the diagonal. Its determinant is the product of the S_j, which is positive, so there is exactly one solution.

```lean
/-- Exactly one real choice of the normalisation constants gives unit column sums. -/
theorem normalisation_existsUnique (E f : Fin n → ℝ) (a : ℝ) :
    ∃! A : Fin n → ℝ, ∀ j, ∑ i, kernel E f a A i j = 1 := by
  -- the column sums are a triangular linear function of the constants
  obtain ⟨M, hM⟩ : ∃ M : Matrix (Fin n) (Fin n) ℝ, M = Matrix.diagonal (downSum E a) +
      Matrix.of (fun j i => if j < i then downWeight E a j i * (f i / f j) else 0) := ⟨_, rfl⟩
  have hsum : ∀ A j, (M *ᵥ A) j = ∑ i, kernel E f a A i j := by
    intro A j
    rw [hM, Matrix.add_mulVec, Pi.add_apply, Matrix.mulVec_diagonal, column_sum]
    congr 1
    · exact mul_comm _ _
    · simp only [Matrix.mulVec, dotProduct, Matrix.of_apply, ite_mul, zero_mul]
      rw [← Finset.sum_filter]
      exact Finset.sum_congr (by ext i; simp) (fun i _ => by ring)
  have htri : M.BlockTriangular id := by
    intro i j h
    have h' : j < i := h
    simp [hM, Matrix.diagonal_apply_ne _ h'.ne', not_lt_of_gt h']
  -- the diagonal entries are positive, so the system is invertible
  have hu : IsUnit M.det := by
    rw [isUnit_iff_ne_zero, Matrix.det_of_isUpperTriangular htri, Finset.prod_ne_zero_iff]
    intro j _
    have hd : M j j = downSum E a j := by simp [hM]
    rw [hd]
    exact (downSum_pos E a j).ne'
  refine ⟨M⁻¹ *ᵥ (fun _ => 1), ?_, ?_⟩
  · intro j
    rw [← hsum, Matrix.mulVec_mulVec, Matrix.mul_nonsing_inv _ hu, Matrix.one_mulVec]
  · intro B hB
    have h : M *ᵥ B = fun _ => 1 := funext fun j => (hsum B j).trans (hB j)
    rw [← h, Matrix.mulVec_mulVec, Matrix.nonsing_inv_mul _ hu, Matrix.one_mulVec]
```

`∃!` means "there is exactly one". In the proof, `hsum` identifies M A with the column sums, `htri` records that M is upper triangular, and `hu` obtains invertibility from the diagonal. The solution is M⁻¹ applied to the vector of ones, and applying M⁻¹ to any other solution returns the same vector. The theorem places no condition on f or a, but since Lean sets x/0 = 0, it describes the physical model only when a and the populations are nonzero.

## Recovering the matrix from the physical requirements

The upward entries were built to satisfy detailed balance. For i < j,

P_ji f_i = A_j w_ij (f_j/f_i) f_i = A_j w_ij f_j = P_ij f_j.

The case i > j is the same with the labels exchanged, and i = j is trivial. This holds for any constants A, normalised or not.

```lean
/-- For positive populations `f` the transfer matrix obeys detailed balance. -/
theorem detailed_balance (E f : Fin n → ℝ) (a : ℝ) (A : Fin n → ℝ) (hf : ∀ i, 0 < f i)
    (i j : Fin n) : kernel E f a A i j * f j = kernel E f a A j i * f i := by
  have hi := (hf i).ne'
  have hj := (hf j).ne'
  rcases lt_trichotomy i j with h | h | h
  · simp only [kernel, Matrix.of_apply, if_pos h.le, if_neg (not_le_of_gt h)]
    field_simp
  · rw [h]
  · simp only [kernel, Matrix.of_apply, if_pos h.le, if_neg (not_le_of_gt h)]
    field_simp
```

Now suppose that no formula for P is given, only three requirements on a pair (A, P):

P_ij = A_j w_ij for i ≤ j,

P_ij f_j = P_ji f_i for all i, j,

∑_i P_ij = 1 for all j.

The first fixes the entries on and above the diagonal in terms of A. For i > j, dividing the second by f_j > 0 gives P_ij = A_i w_ji f_i/f_j. Hence P is the explicit kernel, and the third requirement fixes A.

```lean
/-- For positive populations there is exactly one pair of normalisation constants and transfer
matrix with exponential-down transitions, detailed balance and unit column sums. -/
theorem model_existsUnique (E f : Fin n → ℝ) (a : ℝ) (hf : ∀ i, 0 < f i) :
    ∃! q : (Fin n → ℝ) × Matrix (Fin n) (Fin n) ℝ,
      (∀ i j, i ≤ j → q.2 i j = q.1 j * downWeight E a i j) ∧
      (∀ i j, q.2 i j * f j = q.2 j i * f i) ∧ ∀ j, ∑ i, q.2 i j = 1 := by
  obtain ⟨A, hA, hu⟩ := normalisation_existsUnique E f a
  refine ⟨(A, kernel E f a A), ⟨?_, detailed_balance E f a A hf, hA⟩, ?_⟩
  · intro i j h
    simp only [kernel, Matrix.of_apply, if_pos h]
  · rintro ⟨B, P⟩ ⟨h1, h2, h3⟩
    -- detailed balance fixes the upward entries
    have hP : P = kernel E f a B := by
      ext i j
      by_cases h : i ≤ j
      · simp only [kernel, Matrix.of_apply, if_pos h]
        exact h1 i j h
      · have e1 : P j i = B i * downWeight E a j i := h1 j i (not_le.mp h).le
        have e2 : P i j * f j = P j i * f i := h2 i j
        simp only [kernel, Matrix.of_apply, if_neg h]
        rw [← mul_div_assoc, eq_div_iff (hf j).ne', e2, e1]
    subst hP
    have hB : B = A := hu B h3
    rw [hB]
```

Here `q.1` is A and `q.2` is P. The proof first exhibits the kernel with its normalised constants. It then takes any competing pair, shows in `hP` that its matrix is the kernel built from its own constants, and applies the previous uniqueness result. Nothing in the statement asks for entries between 0 and 1.

## Symmetric form and equilibrium

Scale each entry by √(f_j/f_i). The result is symmetric if

P_ij √(f_j/f_i) = P_ji √(f_i/f_j).

Multiplying both sides by √(f_i f_j), which is positive, turns this into P_ij f_j = P_ji f_i, which is detailed balance.

```lean
/-- For positive populations, scaling the entries `P_ij` by `√(f_j / f_i)` makes the transfer
matrix symmetric. -/
theorem symmetrised (E f : Fin n → ℝ) (a : ℝ) (A : Fin n → ℝ) (hf : ∀ i, 0 < f i) :
    (Matrix.of fun i j => kernel E f a A i j * √(f j / f i)).IsSymm := by
  apply Matrix.IsSymm.ext
  intro i j
  change kernel E f a A j i * √(f i / f j) = kernel E f a A i j * √(f j / f i)
  have hi := Real.sqrt_pos.mpr (hf i)
  have hj := Real.sqrt_pos.mpr (hf j)
  rw [Real.sqrt_div (hf i).le, Real.sqrt_div (hf j).le, ← mul_div_assoc, ← mul_div_assoc,
    div_eq_div_iff hj.ne' hi.ne']
  linear_combination detailed_balance E f a A hf j i +
    kernel E f a A j i * Real.mul_self_sqrt (hf i).le -
    kernel E f a A i j * Real.mul_self_sqrt (hf j).le
```

The proof splits the square roots of the quotients, clears the denominators and uses √f_i √f_i = f_i. The scaling is a similarity transformation by a diagonal matrix, so for this finite-grain collision model a simulation code can work with a symmetric eigenvalue solver and still obtain the eigenvalues of P.

With unit column sums, detailed balance also makes f stationary:

∑_j P_ij f_j = ∑_j P_ji f_i = f_i.

```lean
/-- With positive populations and unit column sums, collisions leave `f` unchanged. -/
theorem stationary (E f : Fin n → ℝ) (a : ℝ) (A : Fin n → ℝ) (hf : ∀ i, 0 < f i)
    (hA : ∀ j, ∑ i, kernel E f a A i j = 1) : kernel E f a A *ᵥ f = f := by
  funext i
  calc (kernel E f a A *ᵥ f) i = ∑ j, kernel E f a A j i * f i := by
        simp only [Matrix.mulVec, dotProduct]
        exact Finset.sum_congr rfl fun j _ => detailed_balance E f a A hf i j
    _ = f i := by rw [← Finset.sum_mul, hA i, one_mul]
```

The notation `*ᵥ` is a matrix acting on a vector. The theorem says that one collision step leaves f in place; it does not say that other populations relax towards f.

## When a constant turns negative

Since w_jj = 1, the diagonal entry P_jj equals A_j. A negative A_j would therefore be a negative "probability" of remaining in grain j. To find when this happens, multiply the normalisation equation by f_j:

A_j S_j f_j = f_j − ∑_(i>j) A_i w_ji f_i.

Each term of the sum is P_ij f_j, the flow from grain j up to grain i at equilibrium. Because S_j f_j > 0, A_j is negative exactly when the total upward flow exceeds f_j, the population available to supply it.

```lean
/-- With unit column sums and `f_j > 0`, the constant `A_j` is negative exactly when the upward
flow from grain `j` at populations `f` exceeds `f_j`. -/
theorem normalisation_neg_iff (E f : Fin n → ℝ) (a : ℝ) (A : Fin n → ℝ)
    (hA : ∀ j, ∑ i, kernel E f a A i j = 1) (j : Fin n) (hf : 0 < f j) :
    A j < 0 ↔ f j < ∑ i ∈ Finset.Ioi j, A i * downWeight E a j i * f i := by
  have h := hA j
  rw [column_sum] at h
  have hs : (∑ i ∈ Finset.Ioi j, A i * downWeight E a j i * (f i / f j)) * f j =
      ∑ i ∈ Finset.Ioi j, A i * downWeight E a j i * f i := by
    rw [Finset.sum_mul]
    refine Finset.sum_congr rfl fun i _ => ?_
    rw [mul_assoc, div_mul_cancel₀ _ hf.ne']
  have hc : 0 < downSum E a j * f j := mul_pos (downSum_pos E a j) hf
  have key : A j * (downSum E a j * f j) =
      f j - ∑ i ∈ Finset.Ioi j, A i * downWeight E a j i * f i := by
    linear_combination f j * h - hs
  constructor
  · intro h0
    have := mul_neg_of_neg_of_pos h0 hc
    linarith
  · intro h0
    by_contra hn
    have := mul_nonneg (not_lt.mp hn) hc.le
    linarith
```

Only f_j itself has to be positive. The equation above is `key`, and both directions follow from the sign of its left side. The flow is a signed total, since some of the higher constants may themselves be negative. For the highest grain it is zero, so that constant is never negative.

## The threshold for two grains

For n = 2 put x = exp((E_1 − E_0)/a), so that w_01 = 1/x. The upper column gives

A_1 (1 + 1/x) = 1, hence A_1 w_01 = 1/(1 + x).

The lower column is A_0 + A_1 w_01 f_1/f_0 = 1, so

A_0 = 1 − (f_1/f_0)/(1 + x).

With f_0 > 0, A_0 is negative exactly when

(1 + x) f_0 < f_1,

that is, when f_1/f_0 > 1 + exp((E_1 − E_0)/a).

```lean
/-- For two grains with unit column sums and `f_0 > 0`, the lower constant `A_0` is negative exactly
when `f_1` exceeds `(1 + exp ((E_1 - E_0) / a)) f_0`. -/
theorem two_grain_neg_iff (E f : Fin 2 → ℝ) (a : ℝ) (A : Fin 2 → ℝ) (hf : 0 < f 0)
    (hA : ∀ j, ∑ i, kernel E f a A i j = 1) :
    A 0 < 0 ↔ (1 + Real.exp ((E 1 - E 0) / a)) * f 0 < f 1 := by
  have k00 : kernel E f a A 0 0 = A 0 := by simp [kernel, downWeight]
  have k11 : kernel E f a A 1 1 = A 1 := by simp [kernel, downWeight]
  have k01 : kernel E f a A 0 1 = A 1 * downWeight E a 0 1 := by simp [kernel]
  have k10 : kernel E f a A 1 0 = A 1 * downWeight E a 0 1 * (f 1 / f 0) := by simp [kernel]
  have h0 := hA 0
  have h1 := hA 1
  rw [Fin.sum_univ_two, k00, k10] at h0
  rw [Fin.sum_univ_two, k01, k11] at h1
  have hx : downWeight E a 0 1 * Real.exp ((E 1 - E 0) / a) = 1 := by
    rw [downWeight, ← Real.exp_add,
      show -(E 1 - E 0) / a + (E 1 - E 0) / a = 0 by ring, Real.exp_zero]
  have hr : f 1 / f 0 * f 0 = f 1 := div_mul_cancel₀ _ hf.ne'
  have hc : 0 < (1 + Real.exp ((E 1 - E 0) / a)) * f 0 := by positivity
  -- eliminate the upper constant
  have hq : A 1 * downWeight E a 0 1 * (1 + Real.exp ((E 1 - E 0) / a)) = 1 := by
    linear_combination h1 + A 1 * hx
  have hb : A 0 * f 0 + A 1 * downWeight E a 0 1 * f 1 = f 0 := by
    linear_combination f 0 * h0 - A 1 * downWeight E a 0 1 * hr
  have key : A 0 * ((1 + Real.exp ((E 1 - E 0) / a)) * f 0) =
      (1 + Real.exp ((E 1 - E 0) / a)) * f 0 - f 1 := by
    linear_combination (1 + Real.exp ((E 1 - E 0) / a)) * hb - f 1 * hq
  constructor
  · intro h
    have := mul_neg_of_neg_of_pos h hc
    linarith
  · intro h
    by_contra hn
    have := mul_nonneg (not_lt.mp hn) hc.le
    linarith

end

end ExponentialDown
```

In the proof, `hx` states w_01 x = 1, `hq` solves the upper column, and `key` is the formula for A_0 multiplied by (1 + x) f_0, which is positive.

The populations contain the density of states as well as the Boltzmann factor, so the threshold can be crossed when the upper grain holds many more states than the lower one. For a > 0 and E_0 < E_1 we have x > 1, and a two-grain model with f_1 ≤ 2 f_0 therefore stays clear of it.

In master-equation practice, this means that a finite-grain exponential-down kernel can be correctly normalised and obey detailed balance while still having negative entries, so the signs of the constants deserve a separate check. The model treats collisions alone, without reaction, and does not address the limit of vanishing grain size.

```lean
#print axioms ExponentialDown.model_existsUnique
#print axioms ExponentialDown.stationary
#print axioms ExponentialDown.normalisation_neg_iff
#print axioms ExponentialDown.two_grain_neg_iff
```

```
'ExponentialDown.model_existsUnique' depends on axioms: [propext, Classical.choice, Quot.sound]
'ExponentialDown.stationary' depends on axioms: [propext, Classical.choice, Quot.sound]
'ExponentialDown.normalisation_neg_iff' depends on axioms: [propext, Classical.choice, Quot.sound]
'ExponentialDown.two_grain_neg_iff' depends on axioms: [propext, Classical.choice, Quot.sound]
```
